# The Harris-Foulkes energy of a charge-quadratic tight-binding model misses the output energy by half the self-interaction of the charge residual

Take a tight-binding energy that is quadratic in the site charges, with a symmetric interaction matrix $G$. Solve it once in the fixed potential of some input charges $r_{\rm in}$, and suppose that a lowest state $P_{\rm out}$ exists. The Harris-Foulkes value is then

$$E_{\rm HF}=E(P_{\rm out})-\tfrac12\,d^{T}Gd,\qquad d=r(P_{\rm out})-r_{\rm in}.$$

Here $E$ is the self-consistent-charge energy and $r(P)$ are the site charges of a state $P$. The error is of second order in the charge residual $d$, and there are no higher terms. In density-functional theory the Harris-Foulkes functional also contains exchange and correlation, which are not quadratic in the density, so such an identity holds there only up to higher-order terms. In density-functional tight binding with a second-order charge expansion and a positive semidefinite $G$, the ground-state energy lies between $E_{\rm HF}$ and $E(P_{\rm out})$, so $\tfrac12d^{T}Gd$ bounds the error of either value before the charges have converged.

In Lean 4 with Mathlib:

```lean
import Mathlib

open Matrix

namespace HarrisFoulkesTightBinding

noncomputable section
```

## States, charges and energies

A state $P$ has an energy $T(P)$ that does not involve the charge interaction, and a vector $r(P)$ of site charges. In density-functional tight binding, $P$ is a density matrix, $T(P)$ is the band energy of the reference Hamiltonian plus the repulsion between the atoms, and $r(P)$ collects the Mulliken charge fluctuations. The matrix element $G_{ij}$ is the interaction between fluctuations on sites $i$ and $j$.

In the code `S` is the type of states and `n` labels the sites. Nothing is assumed about `S`, `T` or `r`: no linearity, no convexity, no particular electron number. The one condition on the data is that $G$ is symmetric, as an interaction between pairs of sites is.

```lean
/-- A tight-binding model with charge fluctuations: a band energy `T` and site charges `r` for
each state, and a symmetric matrix `G` of interactions between the charges. -/
structure Model (S n : Type*) where
  T : S → ℝ
  r : S → n → ℝ
  G : Matrix n n ℝ
  symm : G.IsSymm
```

The number of sites is finite. The interaction of two charge vectors $u$ and $v$ is $u^{T}Gv=\sum_{ij}u_iG_{ij}v_j$, without a factor of one half.

```lean
variable {S n : Type*} [Fintype n] (M : Model S n)

/-- The interaction `uᵀ G v` of two sets of site charges. -/
def Model.coul (u v : n → ℝ) : ℝ := u ⬝ᵥ M.G *ᵥ v
```

The factor of one half enters in the total energy, where each pair of sites would otherwise be counted twice:

$$E(P)=T(P)+\tfrac12\,r(P)^{T}G\,r(P).$$

```lean
/-- The self-consistent-charge energy `E(P) = T(P) + r(P)ᵀ G r(P) / 2`. -/
def Model.energy (P : S) : ℝ := M.T P + M.coul (M.r P) (M.r P) / 2
```

If the potential is held at the value $Gr_{\rm in}$ produced by the input charges, the energy of a state becomes

$$F(P)=T(P)+r(P)^{T}G\,r_{\rm in}.$$

When $T$ and $r$ are linear in the density matrix up to constants, minimising $F$ amounts to filling the lowest levels of a fixed one-electron Hamiltonian, as in one step of a self-consistency cycle.

```lean
/-- The energy `T(P) + r(P)ᵀ G rin` of a state in the fixed potential of the input charges. -/
def Model.frozen (rin : n → ℝ) (P : S) : ℝ := M.T P + M.coul (M.r P) rin
```

An output state $P_{\rm out}$ minimises $F$, so $F(P_{\rm out})\le F(P)$ for all $P$. That such a state exists is a hypothesis of the theorems below. For the density matrices of a fixed number of electrons in a finite basis, with continuous $T$ and $r$, it is met by compactness.

```lean
/-- `Pout` is an output state for the input charges `rin`: it minimises the energy in their
fixed potential. -/
def Model.IsOutput (rin : n → ℝ) (Pout : S) : Prop :=
  ∀ P, M.frozen rin Pout ≤ M.frozen rin P
```

A ground state $P_0$ minimises $E$ itself. It may be degenerate.

```lean
/-- `P₀` is a ground state: it minimises the self-consistent-charge energy. -/
def Model.IsGround (P₀ : S) : Prop := ∀ P, M.energy P₀ ≤ M.energy P
```

The Harris-Foulkes value subtracts the double counting from the lowest energy in the fixed potential:

$$E_{\rm HF}=\inf_P F(P)-\tfrac12\,r_{\rm in}^{T}G\,r_{\rm in}.$$

Because it is defined by an infimum, it depends on the input charges alone, and not on which of several degenerate output states a calculation returns.

```lean
/-- The Harris-Foulkes value: the lowest energy in the fixed input potential, minus the double
counting `rinᵀ G rin / 2`. It is meant for inputs whose fixed-potential energy is bounded below,
on a nonempty set of states. -/
def Model.harris (rin : n → ℝ) : ℝ := (⨅ P, M.frozen rin P) - M.coul rin rin / 2
```

## Completing the square in the charges

For any two charge vectors,

$$(u-v)^{T}G(u-v)=u^{T}Gu-u^{T}Gv-v^{T}Gu+v^{T}Gv.$$

Since $G$ is symmetric, $v^{T}Gu=u^{T}Gv$, and the cross terms combine to $-2u^{T}Gv$. In the proof, `hc` is this equality of the cross terms. The rest is distributivity.

```lean
/-- The interaction of a charge difference with itself, expanded for the symmetric matrix `G`. -/
theorem coul_sub_self (u v : n → ℝ) :
    M.coul (u - v) (u - v) = M.coul u u - 2 * M.coul u v + M.coul v v := by
  -- symmetry of the interaction makes the two cross terms equal
  have hc : v ⬝ᵥ M.G *ᵥ u = u ⬝ᵥ M.G *ᵥ v := by
    rw [Matrix.dotProduct_mulVec, ← Matrix.mulVec_transpose, M.symm.eq, dotProduct_comm]
  unfold Model.coul
  rw [Matrix.mulVec_sub, sub_dotProduct, dotProduct_sub, dotProduct_sub]
  linarith
```

When an output state exists, the infimum is attained there: it is no larger than $F(P_{\rm out})$, which is one of the values, and no smaller, because $F(P_{\rm out})$ is a lower bound. Hence

$$E_{\rm HF}=F(P_{\rm out})-\tfrac12\,r_{\rm in}^{T}G\,r_{\rm in}.$$

The two inequalities are the two branches of `le_antisymm`.

```lean
variable {M} {rin : n → ℝ} {Pout P₀ : S}

/-- The Harris-Foulkes value can be computed from any output state. -/
theorem harris_eq (h : M.IsOutput rin Pout) :
    M.harris rin = M.frozen rin Pout - M.coul rin rin / 2 := by
  have : Nonempty S := ⟨Pout⟩
  have hmin : (⨅ P, M.frozen rin P) = M.frozen rin Pout := by
    apply le_antisymm
    · exact ciInf_le ⟨M.frozen rin Pout, by rintro _ ⟨P, rfl⟩; exact h P⟩ Pout
    · exact le_ciInf h
  rw [Model.harris, hmin]
```

Now subtract this from the energy of an arbitrary state $P$. Writing $T(P)=F(P)-r(P)^{T}Gr_{\rm in}$ gives

$$\begin{aligned}
E(P)-E_{\rm HF}&=F(P)-F(P_{\rm out})+\tfrac12 r(P)^{T}Gr(P)-r(P)^{T}Gr_{\rm in}+\tfrac12 r_{\rm in}^{T}Gr_{\rm in}\\
&=\bigl[F(P)-F(P_{\rm out})\bigr]+\tfrac12\,(r(P)-r_{\rm in})^{T}G\,(r(P)-r_{\rm in}).
\end{aligned}$$

The bracket is an excitation energy in the fixed potential and is never negative. If $G$ is positive semidefinite, the last term is not negative either, and one reads off $E_{\rm HF}\le E(P)$ for every $P$: the Harris-Foulkes value then never exceeds an energy of the model, for any input that has an output state.

```lean
/-- If `Pout` is an output state, the energy of any state `P` exceeds the Harris-Foulkes value by
its excitation energy in the fixed input potential plus half the self-interaction of
`r(P) - rin`. -/
theorem energy_sub_harris (h : M.IsOutput rin Pout) (P : S) :
    M.energy P - M.harris rin = (M.frozen rin P - M.frozen rin Pout)
      + M.coul (M.r P - rin) (M.r P - rin) / 2 := by
  rw [harris_eq h, coul_sub_self]
  unfold Model.energy Model.frozen
  ring
```

## The error at the output state and at the ground state

Set $P=P_{\rm out}$. The excitation energy vanishes, and what remains is

$$E(P_{\rm out})-E_{\rm HF}=\tfrac12\,d^{T}Gd.$$

Symmetry of $G$ is enough here. The sign of the error is the sign of $d^{T}Gd$.

```lean
/-- The Harris-Foulkes value is the energy of an output state minus half the self-interaction of
the charge residual `d = r(Pout) - rin`. -/
theorem harris_eq_energy_output (h : M.IsOutput rin Pout) :
    M.harris rin
      = M.energy Pout - M.coul (M.r Pout - rin) (M.r Pout - rin) / 2 := by
  have := energy_sub_harris h Pout
  linarith
```

For a ground state $P_0$, let $e=r(P_0)-r_{\rm in}$ be the error of the input charges. The decomposition at $P=P_0$, with its nonnegative excitation energy left out, gives a lower estimate. The variational principle $E(P_0)\le E(P_{\rm out})$, together with the identity for $P_{\rm out}$, gives an upper one:

$$\tfrac12\,e^{T}Ge\;\le\;E(P_0)-E_{\rm HF}\;\le\;\tfrac12\,d^{T}Gd.$$

The upper estimate uses only quantities known after one solution in the fixed potential. The lower one involves the ground-state charges, which are usually unknown at that point. The two branches of the proof are these two arguments.

```lean
/-- The ground-state energy exceeds the Harris-Foulkes value by at least half the
self-interaction of the input error `r(P₀) - rin`, and by at most half that of the residual
`r(Pout) - rin`, where `Pout` is an output state. -/
theorem ground_error_bracket (h : M.IsOutput rin Pout) (h₀ : M.IsGround P₀) :
    M.coul (M.r P₀ - rin) (M.r P₀ - rin) / 2 ≤ M.energy P₀ - M.harris rin ∧
    M.energy P₀ - M.harris rin ≤ M.coul (M.r Pout - rin) (M.r Pout - rin) / 2 := by
  constructor
  · -- the excitation energy in the input potential is nonnegative
    have := energy_sub_harris h P₀
    have := h P₀
    linarith
  · -- the output state is a trial state for the full energy
    have := harris_eq_energy_output h
    have := h₀ Pout
    linarith
```

To see the order of the error in numbers, suppose that no component of the residual exceeds $\varepsilon$ in magnitude, $|d_i|\le\varepsilon$. Then

$$|d^{T}Gd|\le\sum_{ij}|G_{ij}|\,|d_i|\,|d_j|\le\varepsilon^2\sum_{ij}|G_{ij}|,$$

and therefore

$$|E_{\rm HF}-E(P_{\rm out})|\le\tfrac12\,\varepsilon^2\sum_{ij}|G_{ij}|.$$

For a fixed system, a residual ten times smaller makes this bound a hundred times smaller. The constant depends on the system and generally grows with the number of sites. In the proof, the triangle inequality is applied first to the sum over $i$ and then to the sum over $j$, and `hij` is the estimate $|d_i||d_j|\le\varepsilon^2$.

```lean
/-- If no site charge of an output state differs from its input by more than `ε`, the
Harris-Foulkes value differs from the output energy by at most `ε² / 2` times the sum of
all `|G i j|`. -/
theorem harris_error_le_sq (h : M.IsOutput rin Pout) {ε : ℝ}
    (hε : ∀ i, |(M.r Pout - rin) i| ≤ ε) :
    |M.harris rin - M.energy Pout| ≤ (∑ i, ∑ j, |M.G i j|) * ε ^ 2 / 2 := by
  rw [harris_eq_energy_output h]
  generalize M.r Pout - rin = d at hε ⊢
  have hd : |M.coul d d| ≤ (∑ i, ∑ j, |M.G i j|) * ε ^ 2 := by
    simp only [Model.coul, dotProduct, Matrix.mulVec, Finset.mul_sum]
    rw [Finset.sum_mul]
    refine (Finset.abs_sum_le_sum_abs _ _).trans (Finset.sum_le_sum fun i _ => ?_)
    rw [Finset.sum_mul]
    refine (Finset.abs_sum_le_sum_abs _ _).trans (Finset.sum_le_sum fun j _ => ?_)
    rw [abs_mul, abs_mul]
    have hij : |d i| * |d j| ≤ ε * ε :=
      mul_le_mul (hε i) (hε j) (abs_nonneg _) ((abs_nonneg _).trans (hε i))
    nlinarith [mul_le_mul_of_nonneg_left hij (abs_nonneg (M.G i j))]
  obtain ⟨h1, h2⟩ := abs_le.mp hd
  exact abs_le.mpr ⟨by linarith, by linarith⟩
```

## Self-consistency when every charge fluctuation costs energy

Now let $G$ be positive definite: $u^{T}Gu>0$ for every $u\neq0$. Physically, any nonzero pattern of charge fluctuations has a positive interaction energy. The hypothesis `hG` asks this of all vectors, including those that change the total charge.

The error $\tfrac12d^{T}Gd$ then vanishes only for $d=0$. So the Harris-Foulkes value equals the output energy exactly when the output charges reproduce the input charges.

```lean
/-- For a positive definite interaction, the Harris-Foulkes value equals the energy of an output
state exactly when the output charges reproduce the input charges. -/
theorem harris_exact_iff (hG : ∀ u, u ≠ 0 → 0 < M.coul u u) (h : M.IsOutput rin Pout) :
    M.harris rin = M.energy Pout ↔ M.r Pout = rin := by
  have key := harris_eq_energy_output h
  constructor
  · intro he
    by_contra hne
    have := hG _ (sub_ne_zero.mpr hne)
    linarith
  · intro he
    rw [key, he]
    simp [Model.coul]
```

Suppose that this self-consistency has been reached, $r(P_{\rm out})=r_{\rm in}$. The upper estimate for the ground state is then zero, which forces $\tfrac12e^{T}Ge\le0$, and positive definiteness gives $e=0$. Every ground state thus has the charges $r_{\rm in}$. The proof assumes the opposite, gets $e^{T}Ge>0$ as `hpos`, and contradicts the two-sided estimate.

```lean
/-- For a positive definite interaction, self-consistent charges are the charges of every
ground state. -/
theorem ground_charges_eq (hG : ∀ u, u ≠ 0 → 0 < M.coul u u) (h : M.IsOutput rin Pout)
    (hsc : M.r Pout = rin) (h₀ : M.IsGround P₀) : M.r P₀ = rin := by
  by_contra hne
  have hpos := hG _ (sub_ne_zero.mpr hne)
  obtain ⟨h1, h2⟩ := ground_error_bracket h h₀
  have hz : M.coul (M.r Pout - rin) (M.r Pout - rin) = 0 := by
    rw [hsc]
    simp [Model.coul]
  linarith
```

Positive semidefiniteness is too weak for these two statements. Take one site, two states $P=0$ and $P=1$ with $r(P)=P$, and set $T=0$, $G=0$ and $r_{\rm in}=0$. All energies vanish, so both states are output states and both are ground states. The output state $P=1$ has $E_{\rm HF}=E(P_{\rm out})=0$ although its charge differs from the input. The output state $P=0$ is self-consistent, yet the ground state $P=1$ carries a different charge.

## One electron on two sites, started from a fully polarised guess

A real density matrix of one electron on two equal sites can be written as $\tfrac12(1+x\sigma_x+z\sigma_z)$ with $x^2+z^2\le1$, where $\sigma_x$ and $\sigma_z$ are Pauli matrices. The coordinate $x$ measures the bond and $z$ the polarisation. The populations are $(1\pm z)/2$, so the fluctuations about one half are $\pm z/2$. Take a hopping element of $-4$, which gives $T=-4x$, and an on-site interaction of $6$ with none between the sites, in arbitrary energy units. A single electron does not really repel itself: its interaction energy here is a self-interaction error of the quadratic model, accepted to keep the example small.

```lean
/-- One electron on two equal sites. A state is a point `(x, z)` of the unit disc, with band
energy `-4 x`, site charges `z / 2` and `-z / 2`, and on-site interaction `6`. -/
def dimer : Model {p : ℝ × ℝ // p.1 ^ 2 + p.2 ^ 2 ≤ 1} (Fin 2) where
  T P := -4 * P.1.1
  r P := ![P.1.2 / 2, -(P.1.2 / 2)]
  G := !![6, 0; 0, 6]
  symm := Matrix.IsSymm.ext (by intro i j; fin_cases i <;> fin_cases j <;> simp)
```

With this diagonal matrix the interaction is $u^{T}Gv=6(u_0v_0+u_1v_1)$, with the sites numbered from zero as in the code.

```lean
/-- The charge interaction of the dimer, written out by sites. -/
theorem dimer_coul (u v : Fin 2 → ℝ) :
    dimer.coul u v = 6 * (u 0 * v 0 + u 1 * v 1) := by
  simp [Model.coul, dimer, Matrix.mulVec, dotProduct, Fin.sum_univ_two]
  ring
```

The interaction is positive definite, because $6(u_0^2+u_1^2)$ vanishes only for $u=0$. The energy is $E=-4x+\tfrac32z^2$. As input, put the whole electron on site 0: $r_{\rm in}=(\tfrac12,-\tfrac12)$. The energy in the fixed potential is then $F=-4x+3z$. Expanding $(x-\tfrac45)^2+(z+\tfrac35)^2\ge0$ and using $x^2+z^2\le1$ gives $F\ge-5$, with equality at $(\tfrac45,-\tfrac35)$. The double counting is $\tfrac32$, so $E_{\rm HF}=-5-\tfrac32=-\tfrac{13}{2}$.

For the ground state, $(x-1)^2\ge0$ and $x^2\le1-z^2$ give $x\le1-\tfrac12z^2$. Hence $E\ge-4+\tfrac72z^2\ge-4$, and this value is reached at $(1,0)$, the unpolarised bond.

The general results can be followed in these numbers. The residual is $d=(-\tfrac45,\tfrac45)$, so $\tfrac12d^{T}Gd=3.84$, and $E(P_{\rm out})=-2.66$ indeed lies $3.84$ above $-6.5$. The input error is $e=(-\tfrac12,\tfrac12)$ with $\tfrac12e^{T}Ge=1.5$, and the ground-state error of $2.5$ falls between $1.5$ and $3.84$. So poor a guess leaves a large error.

In the proof, `fz` and `en` are the two energy formulas, and the squares handed to `nlinarith` are the ones used above.

```lean
/-- The dimer has a positive definite interaction. For the input charges `1/2` and `-1/2` the
point `(4/5, -3/5)` is an output state and the Harris-Foulkes value is `-13/2`, while `(1, 0)`
is a ground state. -/
theorem dimer_witness :
    (∀ u, u ≠ 0 → 0 < dimer.coul u u) ∧
    dimer.IsOutput ![1 / 2, -1 / 2] ⟨(4 / 5, -3 / 5), by norm_num⟩ ∧
    dimer.harris ![1 / 2, -1 / 2] = -13 / 2 ∧
    dimer.IsGround ⟨(1, 0), by norm_num⟩ := by
  have fz : ∀ P, dimer.frozen ![1 / 2, -1 / 2] P = -4 * P.1.1 + 3 * P.1.2 := by
    intro P
    rw [Model.frozen, dimer_coul]
    change -4 * P.1.1 + 6 * (P.1.2 / 2 * (1 / 2) + -(P.1.2 / 2) * (-1 / 2)) = _
    ring
  have en : ∀ P, dimer.energy P = -4 * P.1.1 + 3 / 2 * P.1.2 ^ 2 := by
    intro P
    rw [Model.energy, dimer_coul]
    change -4 * P.1.1 + 6 * (P.1.2 / 2 * (P.1.2 / 2) + -(P.1.2 / 2) * -(P.1.2 / 2)) / 2 = _
    ring
  have hout : dimer.IsOutput ![1 / 2, -1 / 2] ⟨(4 / 5, -3 / 5), by norm_num⟩ := by
    intro P
    rw [fz, fz]
    have hP := P.2
    nlinarith [sq_nonneg (P.1.1 - 4 / 5), sq_nonneg (P.1.2 + 3 / 5)]
  refine ⟨?_, hout, ?_, ?_⟩
  · intro u hu
    rw [dimer_coul]
    by_contra hn
    have h0 : u 0 ^ 2 = 0 :=
      le_antisymm (by nlinarith [sq_nonneg (u 1)]) (sq_nonneg _)
    have h1 : u 1 ^ 2 = 0 :=
      le_antisymm (by nlinarith [sq_nonneg (u 0)]) (sq_nonneg _)
    apply hu
    funext i
    fin_cases i
    · simpa using h0
    · simpa using h1
  · rw [harris_eq hout, fz, dimer_coul]
    norm_num
  · intro P
    rw [en, en]
    have hP := P.2
    nlinarith [sq_nonneg (P.1.1 - 1), sq_nonneg P.1.2]

end

end HarrisFoulkesTightBinding
```

```lean
#print axioms HarrisFoulkesTightBinding.harris_eq_energy_output
#print axioms HarrisFoulkesTightBinding.harris_error_le_sq
#print axioms HarrisFoulkesTightBinding.harris_exact_iff
#print axioms HarrisFoulkesTightBinding.ground_charges_eq
```

```
'HarrisFoulkesTightBinding.harris_eq_energy_output' depends on axioms: [propext, Classical.choice, Quot.sound]
'HarrisFoulkesTightBinding.harris_error_le_sq' depends on axioms: [propext, Classical.choice, Quot.sound]
'HarrisFoulkesTightBinding.harris_exact_iff' depends on axioms: [propext, Classical.choice, Quot.sound]
'HarrisFoulkesTightBinding.ground_charges_eq' depends on axioms: [propext, Classical.choice, Quot.sound]
```
